# The Locality Approximation Can Fall Below the Exact Energy: A Two-Site Example

Suppose two trial vectors are compared by the energies that they give in the locality approximation, and the lower energy is taken to be the better one, as one would do with variational energies. In the two-site model below, the trial vector $(1,2)$ gives $-3/2$ and the trial vector $(1,1)$ gives $-1$, so the rule selects $(1,2)$. But the exact lowest energy is $-1$, and $(1,1)$ is the exact ground state up to normalisation. The rule rejects the perfect trial vector, because the energies that it compares are not upper bounds.

## Two sites, one hopping term, one nonlocal potential

One particle lives on two sites, labelled $0$ and $1$. Its kinetic energy $K$ and potential $V$ are

$$K=\begin{pmatrix}1&-1\\-1&1\end{pmatrix},\qquad V=\begin{pmatrix}0&-1\\-1&0\end{pmatrix}.$$

$K$ is the discrete Laplacian on two sites with a minus sign, and its hopping amplitude sets the unit of energy. $V$ has only off-diagonal entries: it connects different positions, as the nonlocal part of a pseudopotential does. Its strength is chosen equal to the hopping amplitude to keep the numbers simple.

The locality approximation takes a trial vector $\psi$ without zero entries and replaces $V$ by the diagonal matrix $V_\psi$ with entries

$$(V_\psi)_{ii}=\frac{(V\psi)_i}{\psi_i}.$$

Acting on $\psi$ itself, this changes nothing, since $(V_\psi\psi)_i=\frac{(V\psi)_i}{\psi_i}\,\psi_i=(V\psi)_i$. Hence $(K+V_\psi)\psi=(K+V)\psi$, and if $\psi$ is an exact eigenvector with energy $E$, then $E$ is also an eigenvalue of $K+V_\psi$.

## Both spectra by hand

For the full Hamiltonian,

$$\det(K+V-E)=\det\begin{pmatrix}1-E&-2\\-2&1-E\end{pmatrix}=(1-E)^2-4=(E+1)(E-3),$$

so the levels are $-1$ and $3$.

For $\psi=(a,b)$ with $a,b\neq0$ we have $V\psi=(-b,-a)$, and therefore

$$K+V_\psi=\begin{pmatrix}1-b/a&-1\\-1&1-a/b\end{pmatrix}.$$

Write $x=1-E$ and $s=a/b+b/a$. Because $(b/a)(a/b)=1$,

$$\det(K+V_\psi-E)=\Big(x-\frac ba\Big)\Big(x-\frac ab\Big)-1=x^2-sx+1-1=x(x-s).$$

The levels are $E=1$ and $E=1-s$. If $a$ and $b$ are positive, then $s>0$ and the lower one is $1-s$. From $a^2+b^2=2ab+(a-b)^2$, divided by $ab$, we get $s=2+(a-b)^2/(ab)$, so the lowest level is

$$1-s=-1-\frac{(a-b)^2}{ab}.$$

This is never above the exact value $-1$, and it equals $-1$ only for $a=b$. For $(1,2)$ it is $-1-\tfrac12=-\tfrac32$. For $(1,t)$ it is $1-1/t-t$, which decreases without bound as $t$ grows beyond $1$. If $a$ and $b$ have opposite signs, then $s<0$ and the lowest level is $1$, which lies above the exact energy.

The case $(1,2)$ shows how the energy gets too low. The localized potential is $-2$ on site $0$ and $-\tfrac12$ on site $1$, so the deep well sits where the trial vector is small. The normalised ground state of $K+V_\psi$ is $(2,1)/\sqrt5$, which puts the probability $4/5$ into that well. The expectation value of the true Hamiltonian in this same state is only $-3/5$, safely above $-1$.

For simulation practice, this one-particle, two-site model is a concrete warning that a diffusion Monte Carlo energy obtained with a localized pseudopotential need not be an upper bound to the exact energy, even when the trial function has no nodes.

## Energy levels and the localized potential in Lean

The general definitions and lemmas use an arbitrary finite index type `n`, whose elements are the sites or basis states.

```lean
import Mathlib

open Matrix

namespace LocalityApproximation

noncomputable section

variable {n : Type*} [Fintype n] [DecidableEq n]
```

A Hamiltonian is a real square matrix, and `A *ᵥ v` is its action on a vector. The set `levels A` contains the real numbers $E$ for which $Av=Ev$ has a nonzero solution. It records no multiplicities. For a symmetric matrix, such as every two-site Hamiltonian here, all eigenvalues are real and none is missed.

```lean
/-- The energy levels of a real Hamiltonian matrix: the real numbers `E` for which
`A v = E v` has a nonzero solution `v`. -/
def levels (A : Matrix n n ℝ) : Set ℝ :=
  {E | ∃ v : n → ℝ, v ≠ 0 ∧ A *ᵥ v = E • v}
```

The phrase "lowest energy is $E$" is expressed as `IsLeast (levels A) E`: the number $E$ is a level, and no level lies below it.

The localized potential is defined for any matrix and any trial vector.

```lean
/-- The locality approximation: the nonlocal potential `V` is replaced by the diagonal
potential `(V ψ)_i / ψ_i` built with the trial vector `ψ`. -/
def localized (V : Matrix n n ℝ) (ψ : n → ℝ) : Matrix n n ℝ :=
  Matrix.diagonal (fun i => (V *ᵥ ψ) i / ψ i)
```

Lean sets division by zero to zero, so the definition also returns a matrix when $\psi$ has a zero entry; the theorems about it exclude that case by hypothesis.

The two matrices of the model are written row by row.

```lean
/-- The kinetic (hopping) matrix of the two-site model. -/
def kinetic : Matrix (Fin 2) (Fin 2) ℝ := !![1, -1; -1, 1]

/-- The nonlocal potential of the two-site model. -/
def nonlocalV : Matrix (Fin 2) (Fin 2) ℝ := !![0, -1; -1, 0]
```

## An exact eigenvector keeps its energy

The first theorem is the cancellation $\frac{(V\psi)_i}{\psi_i}\psi_i=(V\psi)_i$, in any finite dimension. The hypothesis `hψ` says that $\psi$ vanishes nowhere.

```lean
/-- On a nowhere-zero trial vector the localized Hamiltonian acts exactly as the original
one. -/
theorem localized_mulVec_trial (K V : Matrix n n ℝ) (ψ : n → ℝ) (hψ : ∀ i, ψ i ≠ 0) :
    (K + localized V ψ) *ᵥ ψ = (K + V) *ᵥ ψ := by
  rw [Matrix.add_mulVec, Matrix.add_mulVec]
  congr 1
  ext i
  rw [localized, Matrix.mulVec_diagonal, div_mul_cancel₀ _ (hψ i)]
```

The proof distributes both sums over the vector, removes the common term $K\psi$ with `congr 1`, and compares the rest component by component. The lemma `div_mul_cancel₀` does the cancellation and uses $\psi_i\neq0$.

The consequence for eigenvectors follows.

```lean
/-- If the trial vector is a nowhere-zero eigenvector of the full Hamiltonian, its energy is
also a level of the localized Hamiltonian. -/
theorem exact_trial_level [Nonempty n] (K V : Matrix n n ℝ) (ψ : n → ℝ) (E : ℝ)
    (hψ : ∀ i, ψ i ≠ 0) (hE : (K + V) *ᵥ ψ = E • ψ) :
    E ∈ levels (K + localized V ψ) := by
  refine ⟨ψ, ?_, ?_⟩
  · intro h
    obtain ⟨i⟩ := ‹Nonempty n›
    exact hψ i (congrFun h i)
  · rw [localized_mulVec_trial K V ψ hψ, hE]
```

The witness for the level is $\psi$ itself. It must be a nonzero vector, which is why at least one site is required. The theorem says that $E$ is a level of the localized Hamiltonian, not that it is the lowest one. In the two-site model, $(1,-1)$ is an exact eigenvector with energy $3$; the localized Hamiltonian built with it has the level $3$, but also the level $1$ below it.

## Levels as zeros of a determinant

The next lemma is the usual criterion that $E$ is an eigenvalue exactly when $\det(A-E)=0$.

```lean
/-- The energy levels are the zeros of the characteristic determinant. -/
theorem mem_levels_iff (A : Matrix n n ℝ) (E : ℝ) :
    E ∈ levels A ↔ (A - Matrix.diagonal (fun _ => E)).det = 0 := by
  have key : ∀ v : n → ℝ,
      (A - Matrix.diagonal (fun _ => E)) *ᵥ v = 0 ↔ A *ᵥ v = E • v := by
    intro v
    have h : Matrix.diagonal (fun _ : n => E) *ᵥ v = E • v := by
      ext i
      simp [Matrix.mulVec_diagonal]
    rw [Matrix.sub_mulVec, h, sub_eq_zero]
  rw [← Matrix.exists_mulVec_eq_zero_iff]
  simp only [levels, Set.mem_ofPred_eq, key]
```

The matrix `Matrix.diagonal (fun _ => E)` is $E$ times the identity. The auxiliary statement `key` rewrites $(A-E)v=0$ as $Av=Ev$, and Mathlib's `Matrix.exists_mulVec_eq_zero_iff` supplies the linear algebra: a square matrix annihilates a nonzero vector if and only if its determinant vanishes.

## The exact and the localized spectrum

For the full Hamiltonian, `hdet` is the factorisation $(E+1)(E-3)$.

```lean
/-- The lowest level of the full two-site Hamiltonian is `-1`. -/
theorem exact_lowest : IsLeast (levels (kinetic + nonlocalV)) (-1) := by
  have hdet : ∀ E : ℝ, (kinetic + nonlocalV - Matrix.diagonal (fun _ => E)).det
      = (E + 1) * (E - 3) := by
    intro E
    rw [Matrix.det_fin_two]
    simp [kinetic, nonlocalV]
    ring
  constructor
  · rw [mem_levels_iff, hdet]
    norm_num
  · intro E hE
    rw [mem_levels_iff, hdet, mul_eq_zero] at hE
    rcases hE with h | h <;> linarith
```

The determinant is expanded by the $2\times2$ formula, and `ring` checks the polynomial identity. The two halves of `IsLeast` then come separately: $-1$ is a zero of the product, and any other zero $E$ satisfies $E=-1$ or $E=3$, so it is not below $-1$.

The localized spectrum is computed in the same way, for every trial vector `![a, b]` with nonzero entries.

```lean
/-- For a trial vector `(a, b)` without zeros, the localized two-site Hamiltonian has exactly
the levels `1` and `1 - (a/b + b/a)`. -/
theorem locality_levels {a b : ℝ} (ha : a ≠ 0) (hb : b ≠ 0) :
    levels (kinetic + localized nonlocalV ![a, b]) = {1, 1 - (a / b + b / a)} := by
  ext E
  -- the characteristic determinant factorises
  have hdet : (kinetic + localized nonlocalV ![a, b] - Matrix.diagonal (fun _ => E)).det
      = (E - 1) * (E - (1 - (a / b + b / a))) := by
    rw [Matrix.det_fin_two]
    simp [kinetic, nonlocalV, localized, Matrix.mulVec, dotProduct, Fin.sum_univ_two]
    field_simp
    ring
  rw [mem_levels_iff, hdet, mul_eq_zero, sub_eq_zero, sub_eq_zero]
  simp only [Set.mem_insert_iff, Set.mem_singleton_iff]
```

Here `field_simp` clears the denominators $a$ and $b$, and `ring` confirms what remains. This is the step in which $+1$ and $-1$ cancelled in the calculation by hand. The result is an equality of sets, so it gives the whole spectrum and not only its lower end.

## The relative sign of the two entries decides which level is lowest

For positive entries, $s=a/b+b/a$ is positive, and $1-s$ lies below $1$.

```lean
/-- For a positive trial vector `(a, b)` the lowest level in the locality approximation is
`1 - (a/b + b/a)`. -/
theorem locality_lowest {a b : ℝ} (ha : 0 < a) (hb : 0 < b) :
    IsLeast (levels (kinetic + localized nonlocalV ![a, b])) (1 - (a / b + b / a)) := by
  rw [locality_levels ha.ne' hb.ne']
  have hpos : 0 < a / b + b / a := by positivity
  refine ⟨Or.inr rfl, ?_⟩
  intro x hx
  simp only [Set.mem_insert_iff, Set.mem_singleton_iff] at hx
  rcases hx with h | h <;> linarith
```

For entries of opposite sign, stated compactly as $ab<0$, the order is reversed. The proof writes $s=(a^2+b^2)/(ab)$, a positive number divided by a negative one.

```lean
/-- If the two entries of the trial vector have opposite signs, the lowest level in the
locality approximation is `1`. -/
theorem locality_lowest_of_opposite_signs {a b : ℝ} (hab : a * b < 0) :
    IsLeast (levels (kinetic + localized nonlocalV ![a, b])) 1 := by
  have ha : a ≠ 0 := left_ne_zero_of_mul hab.ne
  have hb : b ≠ 0 := right_ne_zero_of_mul hab.ne
  have hid : a / b + b / a = (a ^ 2 + b ^ 2) / (a * b) := by
    field_simp
  have hneg : a / b + b / a < 0 := by
    rw [hid]
    exact div_neg_of_pos_of_neg (by positivity) hab
  rw [locality_levels ha hb]
  refine ⟨Or.inl rfl, ?_⟩
  intro x hx
  simp only [Set.mem_insert_iff, Set.mem_singleton_iff] at hx
  rcases hx with h | h <;> linarith
```

In this second case the theorem concerns the lowest eigenvalue of the full $2\times2$ matrix. A fixed-node calculation would also constrain the signs of the solution, and that constraint is not modelled.

## Comparison with the exact energy

The comparison theorem takes any number $E$ that is the lowest level of the localized Hamiltonian for a positive trial vector. It concludes that $E\le-1$, with equality exactly when $a=b$.

```lean
/-- For every positive trial vector `(a, b)` the lowest locality energy is at most the exact
lowest energy `-1`, with equality exactly when `a = b`. -/
theorem locality_le_exact {a b E : ℝ} (ha : 0 < a) (hb : 0 < b)
    (hE : IsLeast (levels (kinetic + localized nonlocalV ![a, b])) E) :
    E ≤ -1 ∧ (E = -1 ↔ a = b) := by
  have hE' : E = 1 - (a / b + b / a) := hE.unique (locality_lowest ha hb)
  -- `a / b + b / a` exceeds `2` by a square divided by a positive number
  have hid : a / b + b / a = 2 + (a - b) ^ 2 / (a * b) := by
    field_simp
    ring
  have hnn : 0 ≤ (a - b) ^ 2 / (a * b) := by positivity
  refine ⟨by linarith, ?_, ?_⟩
  · intro h
    have h0 : (a - b) ^ 2 / (a * b) = 0 := by linarith
    have h1 : (a - b) ^ 2 = 0 :=
      (div_eq_zero_iff.mp h0).resolve_right (mul_pos ha hb).ne'
    exact sub_eq_zero.mp (pow_eq_zero_iff two_ne_zero |>.mp h1)
  · intro h
    rw [hE', hid, h]
    norm_num
```

Since a set has at most one least element, `hE.unique` identifies $E$ with $1-s$. The identity `hid` is $s=2+(a-b)^2/(ab)$, and the inequality follows because the last term is not negative. If $E=-1$, that term is zero; its denominator is positive, so $(a-b)^2=0$ and $a=b$. The converse is a substitution.

The hypothesis of positive entries cannot simply be dropped, although two negative entries would do as well, because $\psi$ and $-\psi$ give the same localized potential. For the trial vector $(1,-1)$ we have $V\psi=(1,-1)$, so the localized potential is $+1$ on both sites, and $K+V_\psi$ has the levels $1$ and $3$. Its lowest level $1$ is above $-1$, and the inequality fails. Without a condition on the signs, the locality error of this model can therefore go either way.

The numerical example collects the three energies from the opening comparison.

```lean
/-- The exact lowest energy is `-1`; the locality approximation gives `-3/2` with the trial
vector `(1, 2)` and `-1` with the trial vector `(1, 1)`. -/
theorem locality_not_variational :
    IsLeast (levels (kinetic + nonlocalV)) (-1) ∧
    IsLeast (levels (kinetic + localized nonlocalV ![1, 2])) (-3 / 2) ∧
    IsLeast (levels (kinetic + localized nonlocalV ![1, 1])) (-1) := by
  refine ⟨exact_lowest, ?_, ?_⟩
  · have h := locality_lowest (a := 1) (b := 2) (by norm_num) (by norm_num)
    have e : (1 : ℝ) - (1 / 2 + 2 / 1) = -3 / 2 := by norm_num
    rwa [e] at h
  · have h := locality_lowest (a := 1) (b := 1) (by norm_num) (by norm_num)
    have e : (1 : ℝ) - (1 / 1 + 1 / 1) = -1 := by norm_num
    rwa [e] at h
```

The first part is `exact_lowest`. The other two insert $(1,2)$ and $(1,1)$ into `locality_lowest` and evaluate the fractions.

The last theorem shows that the energy can be too low by any amount: for every bound $B$ there is a positive trial vector $(1,t)$ whose lowest localized level lies below $B$.

```lean
/-- Over positive trial vectors `(1, t)` the lowest locality energy of the two-site model
falls below any given bound `B`. -/
theorem locality_unbounded_below (B : ℝ) :
    ∃ t : ℝ, 0 < t ∧ ∃ E < B,
      IsLeast (levels (kinetic + localized nonlocalV ![1, t])) E := by
  have ht : 0 < |B| + 2 := by positivity
  refine ⟨|B| + 2, ht, _, ?_, locality_lowest zero_lt_one ht⟩
  have h1 : 0 < 1 / (|B| + 2) := by positivity
  rw [div_one]
  linarith [neg_abs_le B]

end

end LocalityApproximation
```

The proof chooses $t=|B|+2$. The level is then $1-1/t-t=-1-|B|-1/t$, which is smaller than $-|B|$ and hence smaller than $B$.

```lean
#print axioms LocalityApproximation.locality_lowest_of_opposite_signs
#print axioms LocalityApproximation.locality_le_exact
#print axioms LocalityApproximation.locality_not_variational
#print axioms LocalityApproximation.locality_unbounded_below
```

```
'LocalityApproximation.locality_lowest_of_opposite_signs' depends on axioms: [propext, Classical.choice, Quot.sound]
'LocalityApproximation.locality_le_exact' depends on axioms: [propext, Classical.choice, Quot.sound]
'LocalityApproximation.locality_not_variational' depends on axioms: [propext, Classical.choice, Quot.sound]
'LocalityApproximation.locality_unbounded_below' depends on axioms: [propext, Classical.choice, Quot.sound]
```

## Lowest energy as a minimum of expectation values

The lowest energy could also have been defined as the minimum of $v^{\mathsf T}Av/v^{\mathsf T}v$ over nonzero real vectors $v$. The two-site matrices are symmetric, so the numbers would be the same, but the proofs would complete squares instead of factorising determinants. For $v=(x,y)$ and positive $a,b$,

$$v^{\mathsf T}(K+V+1)v=2(x-y)^2,\qquad v^{\mathsf T}\big(K+V_\psi-(1-s)\big)v=\frac{(ax-by)^2}{ab}.$$

Both expressions are nonnegative, and they vanish at $(1,1)$ and $(b,a)$ respectively. That definition would make it immediate that every expectation value is an upper bound for the lowest energy of its own Hamiltonian, and it would show that the bound is lost only when one Hamiltonian is exchanged for the other. It would not describe the upper level, which the definition through eigenvectors includes.

With either definition, the model concerns the energies of fixed matrices. Random sampling, time-step error and the many-electron problem do not enter, and the bounds found here are specific to this $K$ and $V$.
